# Two-magnon Bethe states satisfy the eigenvalue equation of the periodic Heisenberg ring

## The ring and its conventions

Number the qubits \(0,\dots,n-1\), with site \(n-1\) followed by site \(0\); site labels are added modulo \(n\). Let \(P_{j,j+1}\) exchange two neighbouring qubits, and let

\[
H=\sum_{j=0}^{n-1}(1-P_{j,j+1}).
\]

Since \(P_{j,j+1}=\tfrac12(1+\boldsymbol\sigma_j\cdot\boldsymbol\sigma_{j+1})\), this is the isotropic ferromagnetic Heisenberg ring, shifted so that the fully aligned state has energy zero. For \(n=2\) the single pair is counted twice.

Write \(|x,y\rangle\) for the basis state with flipped qubits at \(x\) and \(y\). For complex \(A,B,z,w\), set

\[
v=\sum_{x<y}a(x,y)\,|x,y\rangle,\qquad a(x,y)=Az^xw^y+Bz^yw^x .
\]

The vector is not normalised. For real momenta \(z=e^{ik}\) and \(w=e^{ip}\), but unit modulus is not required.

## The eigenvalue equation

Suppose \(z,w\neq0\) and

\[
Aw^n=B,\qquad Bz^n=A,\qquad (A+B)(1+zw)=2(Aw+Bz).
\]

Then \(Hv=Ev\) with \(E=4-z-1/z-w-1/w\).

The first two equations express periodicity: carrying a magnon round the ring turns one term of the amplitude into the other. The third, the contact condition, encodes the interaction of adjacent magnons.

In Lean this is `heisenberg_betheState`. A state is a function `(Fin n → Bool) → ℂ`, with `true` marking a flipped qubit, so the equation holds on the full \(2^n\)-dimensional space. The maps `exchange j` and `heisenberg n` are \(P_{j,j+1}\) and \(H\), and `betheState A B z w` is \(v\). The hypotheses `hA`, `hB` and `hc` are the three displayed equations. `NeZero n` only requires \(n\ge1\).

The theorem allows \(v=0\), and it neither solves the three equations in general nor addresses completeness of the Bethe states. `opposite_momenta` supplies non-zero vectors: if \(n\ge2\), \(z^n=z\) and \(z\ne0,-1\), then \(w=1/z\), \(A=z\), \(B=1\) gives an eigenvector with eigenvalue \(4-2(z+1/z)\). Such exact eigenpairs can serve as reference values for numerical diagonalisation of an interacting spin model, here restricted to two flips on a uniform isotropic ring.

## From exchanges to independent hops

Extend the amplitude to all pairs of sites by \(G(x,y)=a(\min(x,y),\max(x,y))\). The diagonal values \(G(x,x)=(A+B)(zw)^x\) are auxiliary; they are not components of \(v\).

**Contact on every bond.** We need

\[
G(j,j)+G(j+1,j+1)=2G(j,j+1).
\]

For \(j<n-1\) this is the contact condition times \((zw)^j\). On the closing bond it reads

\[
(A+B)\big((zw)^{n-1}+1\big)=2(Aw^{n-1}+Bz^{n-1}).
\]

Multiply by \(zw\). Periodicity gives \(A(zw)^n=A\) and \(B(zw)^n=B\), so the left side becomes \((A+B)(1+zw)\), while the right side becomes \(2(Bz+Aw)\). This is again the contact condition.

**Splitting the exchange sum.** A bond touching one magnon moves it by one site. A bond joining both leaves the state unchanged and contributes zero. Two independent hops on that bond would contribute \(2G(j,j+1)-G(j+1,j+1)-G(j,j)\), which is also zero. Hence, for \(x<y\),

\[
(Hv)(x,y)=4G(x,y)-G(x+1,y)-G(x-1,y)-G(x,y+1)-G(x,y-1).
\]

**Summing the neighbours.** Away from the boundary, the four shifts multiply each exponential term by \(z\), \(1/z\), \(w\) and \(1/w\) in some order. Across the boundary, periodicity gives the same expressions:

\[
G(n-1,y)=Az^yw^{n-1}+Bz^{n-1}w^y=\frac{B}{w}z^y+\frac{A}{z}w^y=a(-1,y),
\]
\[
G(x,0)=Aw^x+Bz^x=Bz^nw^x+Aw^nz^x=a(x,n).
\]

The neighbours therefore sum to \((z+1/z+w+1/w)\,a(x,y)\), which gives \(E\). Exchanges preserve the number of flips, so both sides vanish on all other bit strings.

**Opposite momenta.** With \(w=1/z\), \(A=z\), \(B=1\) and \(z^n=z\), we have \(Aw^n=z/z=1=B\) and \(Bz^n=z=A\), and both sides of the contact condition equal \(2(1+z)\). The component \(a(0,1)=1+z\) is non-zero.

## The Lean file

```lean
import Mathlib

open Finset

namespace BetheRing

noncomputable section

variable {n : ℕ}

/-- The bit string in which exactly the qubits at sites `x` and `y` are flipped. -/
def flipPair (x y : Fin n) : Fin n → Bool := fun k => decide (k = x ∨ k = y)

/-- The two-magnon Bethe amplitude `A z^x w^y + B z^y w^x`. -/
def betheAmp (A B z w : ℂ) (x y : ℕ) : ℂ := A * z ^ x * w ^ y + B * z ^ y * w ^ x

/-- The Bethe amplitude of an unordered pair of sites, evaluated with the positions sorted. -/
def ringAmp (A B z w : ℂ) (x y : Fin n) : ℂ :=
  betheAmp A B z w (min x.val y.val) (max x.val y.val)

/-- The `n`-qubit vector `∑_{x<y} a(x,y) |x,y⟩` with Bethe amplitudes `a(x,y)`. -/
def betheState (A B z w : ℂ) : (Fin n → Bool) → ℂ := fun s =>
  ∑ x : Fin n, ∑ y : Fin n,
    if x < y ∧ s = flipPair x y then betheAmp A B z w x.val y.val else 0

variable [NeZero n]

/-- The operator `P_(j,j+1)` exchanging the qubits at sites `j` and `j+1` of the ring. -/
def exchange (j : Fin n) : ((Fin n → Bool) → ℂ) →ₗ[ℂ] ((Fin n → Bool) → ℂ) :=
  LinearMap.funLeft ℂ ℂ (fun s : Fin n → Bool => s ∘ Equiv.swap j (j + 1))

variable (n) in
/-- The Heisenberg Hamiltonian `∑_j (1 - P_(j,j+1))` on the periodic ring of `n` qubits. -/
def heisenberg : ((Fin n → Bool) → ℂ) →ₗ[ℂ] ((Fin n → Bool) → ℂ) :=
  ∑ j : Fin n, (LinearMap.id - exchange j)

/-- The right neighbour of a site is the next site, and the last site is followed by site 0. -/
theorem site_succ_val (x : Fin n) :
    (x + 1).val = if x.val + 1 = n then 0 else x.val + 1 := by
  have hx := x.isLt
  rw [Fin.val_add, Fin.val_one', Nat.add_mod_mod]
  split_ifs with h
  · rw [h, Nat.mod_self]
  · exact Nat.mod_eq_of_lt (by omega)

/-- For one particle on a ring of at least two sites, the differences between `h x` and its value
after a bond exchange, summed over all bonds, give `2 h(x) - h(x+1) - h(x-1)`. -/
theorem single_hop (hn : 2 ≤ n) (h : Fin n → ℂ) (x : Fin n) :
    ∑ j : Fin n, (h x - h (Equiv.swap j (j + 1) x)) = 2 * h x - h (x + 1) - h (x - 1) := by
  have hne : x - 1 ≠ x := by
    intro e
    have e1 : x = x + 1 := sub_eq_iff_eq_add.mp e
    have e2 := site_succ_val x
    rw [← e1] at e2
    split_ifs at e2 <;> omega
  -- only the two bonds touching x contribute
  have key : ∀ j : Fin n, h x - h (Equiv.swap j (j + 1) x) =
      (if j = x then h x - h (x + 1) else 0) + (if j = x - 1 then h x - h (x - 1) else 0) := by
    intro j
    by_cases h1 : j = x
    · rw [h1, Equiv.swap_apply_left, if_pos rfl, if_neg hne.symm, add_zero]
    · by_cases h2 : j = x - 1
      · have h3 : j + 1 = x := by rw [h2, sub_add_cancel]
        rw [h3, Equiv.swap_apply_right, if_neg h1, if_pos h2, zero_add, h2]
      · have h3 : x ≠ j + 1 := fun e => h2 (eq_sub_of_add_eq e.symm)
        rw [Equiv.swap_apply_of_ne_of_ne (Ne.symm h1) h3, if_neg h1, if_neg h2]
        ring
  rw [Finset.sum_congr rfl (fun j _ => key j), Finset.sum_add_distrib]
  simp only [Finset.sum_ite_eq', Finset.mem_univ, if_true]
  ring

/-- If a symmetric pair amplitude `G` obeys `G(j,j) + G(j+1,j+1) = 2 G(j,j+1)` on every bond, then
for two particles at different sites the differences between `G(x,y)` and its value after a bond
exchange, summed over all bonds, give `4 G(x,y) - G(x+1,y) - G(x-1,y) - G(x,y+1) - G(x,y-1)`. -/
theorem two_magnon_hop (G : Fin n → Fin n → ℂ) (hs : ∀ x y, G x y = G y x)
    (hc : ∀ j, G j j + G (j + 1) (j + 1) = 2 * G j (j + 1)) {x y : Fin n} (hxy : x ≠ y) :
    ∑ j : Fin n, (G x y - G (Equiv.swap j (j + 1) x) (Equiv.swap j (j + 1) y)) =
      4 * G x y - G (x + 1) y - G (x - 1) y - G x (y + 1) - G x (y - 1) := by
  have hn : 2 ≤ n := by
    have h1 := x.isLt
    have h2 := y.isLt
    have h3 : x.val ≠ y.val := fun e => hxy (Fin.ext e)
    omega
  -- bond by bond, the two particles hop independently
  have key : ∀ j : Fin n, G x y - G (Equiv.swap j (j + 1) x) (Equiv.swap j (j + 1) y) =
      (G x y - G (Equiv.swap j (j + 1) x) y) + (G x y - G x (Equiv.swap j (j + 1) y)) := by
    intro j
    by_cases h1 : x = j
    · by_cases h2 : y = j + 1
      · rw [h1, h2, Equiv.swap_apply_left, Equiv.swap_apply_right]
        linear_combination hc j + hs j (j + 1)
      · have h3 : y ≠ j := fun e => hxy (h1.trans e.symm)
        rw [Equiv.swap_apply_of_ne_of_ne h3 h2]
        ring
    · by_cases h2 : x = j + 1
      · by_cases h3 : y = j
        · rw [h2, h3, Equiv.swap_apply_left, Equiv.swap_apply_right]
          linear_combination hc j + hs j (j + 1)
        · have h4 : y ≠ j + 1 := fun e => hxy (h2.trans e.symm)
          rw [Equiv.swap_apply_of_ne_of_ne h3 h4]
          ring
      · rw [Equiv.swap_apply_of_ne_of_ne h1 h2]
        ring
  rw [Finset.sum_congr rfl (fun j _ => key j), Finset.sum_add_distrib,
    single_hop hn (fun t => G t y) x, single_hop hn (fun t => G x t) y]
  ring

/-- Under the Bethe equations and the contact condition `(A + B) (1 + z w) = 2 (A w + B z)`, the
ring amplitude `G` satisfies `G(j,j) + G(j+1,j+1) = 2 G(j,j+1)` on every bond of the ring. -/
theorem ring_contact {A B z w : ℂ} (hz : z ≠ 0) (hw : w ≠ 0) (hA : A * w ^ n = B)
    (hB : B * z ^ n = A) (hc : (A + B) * (1 + z * w) = 2 * (A * w + B * z)) (j : Fin n) :
    ringAmp A B z w j j + ringAmp A B z w (j + 1) (j + 1) = 2 * ringAmp A B z w j (j + 1) := by
  have hv := site_succ_val j
  generalize j + 1 = v at hv ⊢
  split_ifs at hv with h
  · -- the bond that closes the ring
    have hA' : A * w ^ (j.val + 1) = B := by rw [h]; exact hA
    have hB' : B * z ^ (j.val + 1) = A := by rw [h]; exact hB
    simp only [ringAmp, betheAmp, hv, min_self, max_self, min_eq_right (Nat.zero_le j.val),
      max_eq_left (Nat.zero_le j.val)]
    apply mul_left_cancel₀ (mul_ne_zero hz hw)
    linear_combination (z ^ (j.val + 1) + 1 - 2 * z) * hA' +
      (w ^ (j.val + 1) + 1 - 2 * w) * hB' + hc
  · have hle : j.val ≤ j.val + 1 := by omega
    simp only [ringAmp, betheAmp, hv, min_self, max_self, min_eq_left hle, max_eq_right hle]
    linear_combination (z ^ j.val * w ^ j.val) * hc

/-- Under the Bethe equations the four amplitudes with one magnon moved by one site add up to
`z + 1/z + w + 1/w` times the original amplitude, also across the boundary. -/
theorem ring_neighbours {A B z w : ℂ} (hz : z ≠ 0) (hw : w ≠ 0) (hA : A * w ^ n = B)
    (hB : B * z ^ n = A) {x y : Fin n} (hxy : x < y) :
    ringAmp A B z w (x + 1) y + ringAmp A B z w (x - 1) y + ringAmp A B z w x (y + 1)
      + ringAmp A B z w x (y - 1) = (z + 1 / z + w + 1 / w) * ringAmp A B z w x y := by
  have hlt : x.val < y.val := hxy
  have hy := y.isLt
  have e1 : ringAmp A B z w (x + 1) y =
      A * z ^ (x.val + 1) * w ^ y.val + B * z ^ y.val * w ^ (x.val + 1) := by
    have hv := site_succ_val x
    rw [if_neg (by omega)] at hv
    have hle : x.val + 1 ≤ y.val := hlt
    simp only [ringAmp, betheAmp, hv, min_eq_left hle, max_eq_right hle]
  have e2 : ringAmp A B z w (x - 1) y =
      A * (z ^ x.val / z) * w ^ y.val + B * z ^ y.val * (w ^ x.val / w) := by
    have hu := site_succ_val (x - 1)
    rw [sub_add_cancel] at hu
    generalize x - 1 = u at hu ⊢
    split_ifs at hu with h
    · -- the left magnon hops from site 0 to the last site
      have hA' : A * w ^ (u.val + 1) = B := by rw [h]; exact hA
      have hB' : B * z ^ (u.val + 1) = A := by rw [h]; exact hB
      have p : A * w ^ u.val = B / w := by
        rw [eq_div_iff hw]
        linear_combination hA'
      have q : B * z ^ u.val = A / z := by
        rw [eq_div_iff hz]
        linear_combination hB'
      have hle : y.val ≤ u.val := by omega
      simp only [ringAmp, betheAmp, min_eq_right hle, max_eq_left hle, hu, pow_zero]
      linear_combination z ^ y.val * p + w ^ y.val * q
    · have hle : u.val ≤ y.val := by omega
      simp only [ringAmp, betheAmp, min_eq_left hle, max_eq_right hle]
      rw [hu, pow_succ z, pow_succ w, mul_div_cancel_right₀ _ hz, mul_div_cancel_right₀ _ hw]
  have e3 : ringAmp A B z w x (y + 1) =
      A * z ^ x.val * w ^ (y.val + 1) + B * z ^ (y.val + 1) * w ^ x.val := by
    have hv := site_succ_val y
    generalize y + 1 = v at hv ⊢
    split_ifs at hv with h
    · -- the right magnon hops from the last site to site 0
      simp only [ringAmp, betheAmp, hv, h, min_eq_right (Nat.zero_le x.val),
        max_eq_left (Nat.zero_le x.val), pow_zero]
      linear_combination -z ^ x.val * hA - w ^ x.val * hB
    · have hle : x.val ≤ y.val + 1 := by omega
      simp only [ringAmp, betheAmp, hv, min_eq_left hle, max_eq_right hle]
  have e4 : ringAmp A B z w x (y - 1) =
      A * z ^ x.val * (w ^ y.val / w) + B * (z ^ y.val / z) * w ^ x.val := by
    have hu := site_succ_val (y - 1)
    rw [sub_add_cancel] at hu
    generalize y - 1 = u at hu ⊢
    split_ifs at hu with h
    · omega
    · have hle : x.val ≤ u.val := by omega
      simp only [ringAmp, betheAmp, min_eq_left hle, max_eq_right hle]
      rw [hu, pow_succ z, pow_succ w, mul_div_cancel_right₀ _ hz, mul_div_cancel_right₀ _ hw]
  rw [e1, e2, e3, e4]
  simp only [ringAmp, betheAmp, min_eq_left hlt.le, max_eq_right hlt.le]
  ring

omit [NeZero n] in
/-- The component of the Bethe vector with flipped qubits at two different sites is the Bethe
amplitude of that pair. -/
theorem betheState_pair (A B z w : ℂ) {x y : Fin n} (hxy : x ≠ y) :
    betheState A B z w (flipPair x y) = ringAmp A B z w x y := by
  have sorted : ∀ x y : Fin n, x < y →
      betheState A B z w (flipPair x y) = betheAmp A B z w x.val y.val := by
    intro x y h
    -- a bit string determines its ordered pair of flipped sites
    have key : ∀ x' y' : Fin n, (if x' < y' ∧ flipPair x y = flipPair x' y' then
        betheAmp A B z w x'.val y'.val else 0) =
        if y' = y then (if x' = x then betheAmp A B z w x.val y.val else 0) else 0 := by
      intro x' y'
      by_cases hc : x' < y' ∧ flipPair x y = flipPair x' y'
      · have k : ∀ k, (k = x ∨ k = y) ↔ (k = x' ∨ k = y') :=
          fun k => decide_eq_decide.mp (congrFun hc.2 k)
        have k1 := (k x).1 (Or.inl rfl)
        have k2 := (k y).1 (Or.inr rfl)
        have h' := hc.1
        simp only [Fin.ext_iff, Fin.lt_def] at k1 k2 h h'
        have ex : x' = x := Fin.ext (by omega)
        have ey : y' = y := Fin.ext (by omega)
        rw [if_pos hc, if_pos ey, if_pos ex, ex, ey]
      · rw [if_neg hc]
        split_ifs with h1 h2
        · exact (hc ⟨by rw [h1, h2]; exact h, by rw [h1, h2]⟩).elim
        · rfl
        · rfl
    simp only [betheState, key, Finset.sum_ite_eq', Finset.mem_univ, if_true]
  rcases lt_or_gt_of_ne hxy with h | h
  · have hv : x.val ≤ y.val := le_of_lt h
    rw [sorted x y h, ringAmp, min_eq_left hv, max_eq_right hv]
  · have hv : y.val ≤ x.val := le_of_lt h
    have hf : flipPair x y = flipPair y x := funext fun k => decide_eq_decide.mpr or_comm
    rw [hf, sorted y x h, ringAmp, min_eq_right hv, max_eq_left hv]

/-- Two-magnon Bethe ansatz on the periodic ring: under the Bethe equations and the contact
condition, `H v = (4 - z - 1/z - w - 1/w) v` on the full `n`-qubit space. -/
theorem heisenberg_betheState {A B z w : ℂ} (hz : z ≠ 0) (hw : w ≠ 0) (hA : A * w ^ n = B)
    (hB : B * z ^ n = A) (hc : (A + B) * (1 + z * w) = 2 * (A * w + B * z)) :
    heisenberg n (betheState A B z w) =
      (4 - z - 1 / z - w - 1 / w) • betheState A B z w := by
  have hH : ∀ (ψ : (Fin n → Bool) → ℂ) (s : Fin n → Bool),
      heisenberg n ψ s = ∑ j : Fin n, (ψ s - ψ (s ∘ Equiv.swap j (j + 1))) := by
    intro ψ s
    simp only [heisenberg, LinearMap.sum_apply, Finset.sum_apply, LinearMap.sub_apply,
      LinearMap.id_apply, Pi.sub_apply]
    rfl
  have hswap : ∀ j x y : Fin n, flipPair x y ∘ Equiv.swap j (j + 1) =
      flipPair (Equiv.swap j (j + 1) x) (Equiv.swap j (j + 1) y) := fun j x y =>
    funext fun k => decide_eq_decide.mpr
      (or_congr Equiv.swap_apply_eq_iff Equiv.swap_apply_eq_iff)
  have hzero : ∀ s : Fin n → Bool, (¬ ∃ x y, x ≠ y ∧ s = flipPair x y) →
      betheState A B z w s = 0 := fun s h =>
    Finset.sum_eq_zero fun x _ => Finset.sum_eq_zero fun y _ =>
      if_neg fun hc => h ⟨x, y, ne_of_lt hc.1, hc.2⟩
  funext s
  rw [hH, Pi.smul_apply, smul_eq_mul]
  by_cases hs : ∃ x y, x ≠ y ∧ s = flipPair x y
  · obtain ⟨x, y, hxy, rfl⟩ : ∃ x y, x < y ∧ s = flipPair x y := by
      obtain ⟨x, y, h, e⟩ := hs
      rcases lt_or_gt_of_ne h with h | h
      · exact ⟨x, y, h, e⟩
      · exact ⟨y, x, h, e.trans (funext fun k => decide_eq_decide.mpr or_comm)⟩
    have hne : x ≠ y := ne_of_lt hxy
    have term : ∀ j : Fin n, betheState A B z w (flipPair x y) -
        betheState A B z w (flipPair x y ∘ Equiv.swap j (j + 1)) = ringAmp A B z w x y -
        ringAmp A B z w (Equiv.swap j (j + 1) x) (Equiv.swap j (j + 1) y) := by
      intro j
      rw [hswap, betheState_pair A B z w hne,
        betheState_pair A B z w ((Equiv.swap j (j + 1)).injective.ne hne)]
    have hsymm : ∀ a b : Fin n, ringAmp A B z w a b = ringAmp A B z w b a := by
      intro a b
      unfold ringAmp
      rw [min_comm, max_comm]
    rw [Finset.sum_congr rfl (fun j _ => term j),
      two_magnon_hop (ringAmp A B z w) hsymm (ring_contact hz hw hA hB hc) hne,
      betheState_pair A B z w hne]
    linear_combination -(ring_neighbours hz hw hA hB hxy)
  · -- exchanges do not lead into the two-magnon sector
    rw [hzero s hs, mul_zero]
    refine Finset.sum_eq_zero fun j _ => ?_
    rw [hzero (s ∘ Equiv.swap j (j + 1)), sub_zero]
    rintro ⟨x, y, hxy, e⟩
    refine hs ⟨_, _, (Equiv.swap j (j + 1)).injective.ne hxy, ?_⟩
    rw [← hswap, ← e]
    funext k
    simp

/-- For `n ≥ 2` and `z^n = z` with `z ≠ 0, -1`, the choice `w = 1/z`, `A = z`, `B = 1` gives a
non-zero eigenvector of the ring Hamiltonian with eigenvalue `4 - 2 (z + 1/z)`. -/
theorem opposite_momenta {z : ℂ} (hn : 2 ≤ n) (hz : z ≠ 0) (h1 : z ≠ -1) (hzn : z ^ n = z) :
    betheState (n := n) z 1 z z⁻¹ ≠ 0 ∧
      heisenberg n (betheState z 1 z z⁻¹) = (4 - 2 * (z + z⁻¹)) • betheState z 1 z z⁻¹ := by
  constructor
  · intro h0
    have hne : (⟨0, by omega⟩ : Fin n) ≠ ⟨1, by omega⟩ := by simp
    have h2 := congrFun h0 (flipPair ⟨0, by omega⟩ ⟨1, by omega⟩)
    rw [betheState_pair _ _ _ _ hne] at h2
    have e : ringAmp z 1 z z⁻¹ (⟨0, by omega⟩ : Fin n) ⟨1, by omega⟩ = 1 + z := by
      simp [ringAmp, betheAmp, hz]
    have h3 : 1 + z = 0 := e.symm.trans h2
    exact h1 (by linear_combination h3)
  · have e : 4 - 2 * (z + z⁻¹) = 4 - z - 1 / z - z⁻¹ - 1 / z⁻¹ := by
      simp only [one_div, inv_inv]
      ring
    rw [e]
    refine heisenberg_betheState hz (inv_ne_zero hz) ?_ ?_ ?_
    · rw [inv_pow, hzn, mul_inv_cancel₀ hz]
    · rw [one_mul, hzn]
    · rw [mul_inv_cancel₀ hz]
      ring

/-- On four sites `A = B = 1`, `z = 1`, `w = -1` solve the Bethe equations and the contact
condition, and the component with sites 0 and 2 flipped equals 2. -/
theorem bethe_equations_witness :
    (1 : ℂ) * (-1) ^ 4 = 1 ∧ (1 : ℂ) * 1 ^ 4 = 1 ∧
      ((1 : ℂ) + 1) * (1 + 1 * (-1)) = 2 * (1 * (-1) + 1 * 1) ∧
      betheState (n := 4) 1 1 1 (-1) (flipPair 0 2) = 2 := by
  refine ⟨by norm_num, by norm_num, by norm_num, ?_⟩
  have hne : (0 : Fin 4) ≠ 2 := by decide
  have h0 : (0 : Fin 4).val = 0 := rfl
  have h2 : (2 : Fin 4).val = 2 := rfl
  rw [betheState_pair _ _ _ _ hne]
  simp only [ringAmp, betheAmp, h0, h2]
  norm_num

end

end BetheRing
```

```lean
#print axioms BetheRing.heisenberg_betheState
#print axioms BetheRing.opposite_momenta
```

```
'BetheRing.heisenberg_betheState' depends on axioms: [propext, Classical.choice, Quot.sound]
'BetheRing.opposite_momenta' depends on axioms: [propext, Classical.choice, Quot.sound]
```

## How the proof follows the calculation

`site_succ_val` separates ordinary bonds from the closing one. `single_hop` shows that only bonds \(x\) and \(x-1\) move a particle at \(x\), and `two_magnon_hop` compares joint and independent hops bond by bond. Its `linear_combination` steps use the contact condition and the symmetry of \(G\).

`ring_contact` treats the two kinds of bond, cancelling the factor \(zw\) on the closing one. In `ring_neighbours`, `e1` to `e4` evaluate the four shifted amplitudes; since \(x<y\), only `e2` and `e3` can cross the boundary.

`betheState_pair` identifies the components of \(v\) with \(G\), using the fact that a bit string determines its sorted pair of flipped sites. The main theorem then works component by component: `hH` expands \(H\), `hswap` moves the flipped sites, and `hzero` handles strings outside the two-magnon sector.

`opposite_momenta` checks the three equations and the component \(1+z\). `bethe_equations_witness` does the same for \(n=4\), \(A=B=z=1\), \(w=-1\), where the component at sites 0 and 2 is \(2\). The normalised state is \((|0,2\rangle-|1,3\rangle)/\sqrt2\), with component \(1/\sqrt2\) there and energy \(4\).
